# The unique positive definite transformation between two overlap matrices

Given finitely many orbitals with overlap matrix S, we look for linear combinations of them whose overlap matrix is a prescribed T. The model keeps only the coefficients of these combinations, and it singles out one solution by requiring the coefficient matrix X to be positive definite. If S and T are positive definite, exactly one such X exists. It satisfies

X S X = T

and is given by

X = R⁻¹ K R⁻¹, where R² = S and K² = R T R,

with R and K positive definite. In a finite, linearly independent basis, the case T = 1 is the symmetric orthogonalisation that turns the generalised eigenvalue problem of electronic structure into an ordinary one.

Three letters differ from common usage: T is an overlap matrix and not the kinetic energy, K is not the exchange matrix, and R stands for what is usually written S^(1/2).

## Orbitals represented by their coefficients

Let the old orbitals be φₖ and the new ones φ′ⱼ = Σₖ φₖ Cₖⱼ, so that column j of C holds the coefficients of φ′ⱼ. Then

⟨φ′ᵢ|φ′ⱼ⟩ = Σₖₗ Cₖᵢ* Sₖₗ Cₗⱼ = (Cᴴ S C)ᵢⱼ.

In Lean the right-hand side is the definition of `transformedOverlap S C`. The orbitals and their integrals do not occur, so the identification of Cᴴ S C with actual overlap integrals is the step from the model to a real basis that the reader supplies. The index type `n` is any finite set of orbital labels, and the matrices are complex and square, so there are as many new orbitals as old ones.

```lean
import Mathlib

open Matrix
open scoped ComplexOrder MatrixOrder

namespace PrescribedOverlap

variable {n : Type*} [Fintype n] [DecidableEq n]

/-- The overlap matrix of the new orbitals whose coefficients, in a basis with overlap `S`,
are the columns of `C`. -/
def transformedOverlap (S C : Matrix n n ℂ) : Matrix n n ℂ := Cᴴ * S * C
```

Mathlib's `PosDef` means that a matrix M is Hermitian and that vᴴ M v > 0 for every nonzero vector v. For a positive definite X we therefore have Xᴴ = X, and the new overlap is X S X.

```lean
omit [DecidableEq n] in
/-- For a positive definite transformation `X` the new overlap is `X S X`. -/
theorem transformedOverlap_of_posDef {X : Matrix n n ℂ} (S : Matrix n n ℂ) (hX : X.PosDef) :
    transformedOverlap S X = X * S * X := by
  rw [transformedOverlap, hX.isHermitian.eq]
```

## S positive definite: the old orbitals are linearly independent

The number vᴴ S v is the squared norm of the combination Σₖ φₖ vₖ. Positive definiteness of S says that no nontrivial combination vanishes.

The derivation uses this to obtain an invertible square root. Diagonalise S = U diag(sₖ) Uᴴ with U unitary and all sₖ > 0, and set

R = U diag(√sₖ) Uᴴ.

Then R is positive definite and R² = S.

In Lean the root is `CFC.sqrt S`, which Mathlib supplies as a positive semidefinite matrix with the right square. It remains to show that it is invertible: the square of its determinant is det S, which is nonzero. A positive semidefinite invertible matrix is positive definite.

```lean
/-- Every positive definite matrix has a positive definite square root. -/
theorem exists_posDef_sqrt {S : Matrix n n ℂ} (hS : S.PosDef) :
    ∃ R : Matrix n n ℂ, R.PosDef ∧ R * R = S := by
  have h0 : 0 ≤ S := Matrix.nonneg_iff_posSemidef.2 hS.posSemidef
  have hRR : CFC.sqrt S * CFC.sqrt S = S := CFC.sqrt_mul_sqrt_self S h0
  have hR : (CFC.sqrt S).PosSemidef := Matrix.nonneg_iff_posSemidef.1 (CFC.sqrt_nonneg S)
  -- the root is invertible because its square is
  have hdet : IsUnit ((CFC.sqrt S).det * (CFC.sqrt S).det) := by
    rw [← Matrix.det_mul, hRR]
    exact (Matrix.isUnit_iff_isUnit_det S).1 hS.isUnit
  have hu : IsUnit (CFC.sqrt S) :=
    (Matrix.isUnit_iff_isUnit_det _).2 (isUnit_of_mul_isUnit_left hdet)
  exact ⟨CFC.sqrt S, hR.posDef_iff_isUnit.2 hu, hRR⟩
```

If S is only positive semidefinite and singular, then det(X S X) = 0 for every X, and no positive definite T can be reached.

## X positive definite: one solution is selected

For positive definite S and T, the overlap condition alone leaves a unitary rotation of the orthonormalised orbitals free, as the section on transformations without the positivity condition shows. Positivity of X fixes this rotation. With at least one orbital, requiring X to be merely Hermitian and invertible is too weak, because −X gives the same overlap as X.

In the derivation, positivity enters through the uniqueness of square roots. Let A and B be positive definite with A² = B², and put D = A − B, which is Hermitian. Then

A D + D B = A² − A B + A B − B² = 0.

Multiplying by D from the left and taking the trace gives

tr(D A D) + tr(D B D) = 0,

where tr(D D B) = tr(D B D) by cyclicity. Both D A D and D B D are positive semidefinite, so both traces are non-negative and hence zero. A positive semidefinite matrix with zero trace vanishes, so D A D = 0. Now write A = Q² with Q positive definite. Then

(Q D)ᴴ (Q D) = D Q Q D = D A D = 0,

so Q D = 0. Since Q is invertible, D = 0 and A = B.

The Lean proof takes the same path. `pA` and `pB` are the two semidefinite matrices, `hsum` is the identity before the trace is taken, `htr` is the trace equation and `hz` is D A D = 0. The matrix Q comes from the square-root lemma above.

```lean
/-- Two positive definite matrices with the same square are equal. -/
theorem posDef_eq_of_sq_eq {A B : Matrix n n ℂ} (hA : A.PosDef) (hB : B.PosDef)
    (h : A * A = B * B) : A = B := by
  obtain ⟨D, hDdef⟩ : ∃ D, D = A - B := ⟨_, rfl⟩
  have hD : Dᴴ = D := by
    rw [hDdef, Matrix.conjTranspose_sub, hA.isHermitian.eq, hB.isHermitian.eq]
  have pA : (D * A * D).PosSemidef := by
    have := hA.posSemidef.conjTranspose_mul_mul_same D
    rwa [hD] at this
  have pB : (D * B * D).PosSemidef := by
    have := hB.posSemidef.conjTranspose_mul_mul_same D
    rwa [hD] at this
  -- the two non-negative traces add up to zero
  have hsum : D * A * D + D * (D * B) = 0 := by
    have h1 : D * A * D + D * (D * B) = D * (A * A - B * B) := by
      have h2 : A * D + D * B = A * A - B * B := by
        rw [hDdef]
        noncomm_ring
      rw [← h2, mul_add, mul_assoc]
    rw [h1, h, sub_self, mul_zero]
  have htr : (D * A * D).trace + (D * B * D).trace = 0 := by
    rw [Matrix.trace_mul_comm (D * B) D, ← Matrix.trace_add, hsum, Matrix.trace_zero]
  have hz : D * A * D = 0 := pA.trace_eq_zero_iff.1
    ((add_eq_zero_iff_of_nonneg pA.trace_nonneg pB.trace_nonneg).1 htr).1
  -- with A = Q Q this says that Q D has zero norm
  obtain ⟨Q, hQ, hQA⟩ := exists_posDef_sqrt hA
  have hQD : (Q * D)ᴴ * (Q * D) = 0 := by
    rw [Matrix.conjTranspose_mul, hD, hQ.isHermitian.eq, ← hz, ← hQA]
    simp only [mul_assoc]
  have hD0 : D = 0 :=
    hQ.isUnit.mul_right_eq_zero.1 (Matrix.conjTranspose_mul_self_eq_zero.1 hQD)
  exact sub_eq_zero.1 (hDdef.symm.trans hD0)
```

## T positive definite: the target is a possible overlap

A prescribed T must itself be the overlap matrix of linearly independent orbitals. This is necessary as well as sufficient: if S and X are positive definite, so is X S X, and a T that is not positive definite has no solution of the required kind.

The derivation needs the condition so that R T R has a positive definite square root K. For v ≠ 0 we have R v ≠ 0, and

vᴴ R T R v = (R v)ᴴ T (R v) > 0.

The lemma `posDef_sandwich` states this for any two positive definite matrices. It is used for R T R, for R X R and, with R⁻¹ in place of R, for R⁻¹ K R⁻¹.

```lean
/-- If `R` and `X` are positive definite, so is `R X R`. -/
theorem posDef_sandwich {R X : Matrix n n ℂ} (hR : R.PosDef) (hX : X.PosDef) :
    (R * X * R).PosDef := by
  have h := hX.conjTranspose_mul_mul_same (Matrix.mulVec_injective_of_isUnit hR.isUnit)
  rwa [hR.isHermitian.eq] at h
```

## R² = S and K² = R T R: the data of the formula

The columns of R hold the coefficients of the old orbitals in the symmetrically orthonormalised ones. K is an auxiliary matrix, introduced to turn the equation for X into a square root.

Suppose X is positive definite and X S X = T. Insert S = R² and multiply by R from both sides:

(R X R)(R X R) = R X S X R = R T R = K².

Both R X R and K are positive definite, so they are equal by the uniqueness of the root, and X = R⁻¹ K R⁻¹.

Conversely, let X = R⁻¹ K R⁻¹. It is positive definite, and

X S X = R⁻¹ K R⁻¹ R² R⁻¹ K R⁻¹ = R⁻¹ K² R⁻¹ = R⁻¹ R T R R⁻¹ = T.

The theorem `symmetric_transformation_iff` states both directions: for any matrix X, being positive definite and taking S to T is equivalent to being R⁻¹ K R⁻¹. It does not list positivity of S and T among its hypotheses, since that follows from the conditions on R and K. In the proof, `hsq` is the squared equation, and `cancel` removes R from both sides of R Y R.

```lean
/-- Let `R` and `K` be positive definite with `R² = S` and `K² = R T R`. A positive definite
transformation takes the overlap `S` to `T` precisely when it is `R⁻¹ K R⁻¹`. -/
theorem symmetric_transformation_iff {S T R K : Matrix n n ℂ} (hR : R.PosDef) (hK : K.PosDef)
    (hRS : R * R = S) (hKT : K * K = R * T * R) (X : Matrix n n ℂ) :
    (X.PosDef ∧ transformedOverlap S X = T) ↔ X = R⁻¹ * K * R⁻¹ := by
  have hu : IsUnit R.det := (Matrix.isUnit_iff_isUnit_det R).1 hR.isUnit
  have hl : R⁻¹ * R = 1 := Matrix.nonsing_inv_mul R hu
  have hr : R * R⁻¹ = 1 := Matrix.mul_nonsing_inv R hu
  have cancel : ∀ Y : Matrix n n ℂ, R⁻¹ * (R * Y * R) * R⁻¹ = Y := fun Y => by
    calc R⁻¹ * (R * Y * R) * R⁻¹ = (R⁻¹ * R) * Y * (R * R⁻¹) := by simp only [mul_assoc]
      _ = Y := by rw [hl, hr, one_mul, mul_one]
  constructor
  · rintro ⟨hX, h⟩
    rw [transformedOverlap_of_posDef S hX] at h
    -- R X R is a positive definite square root of R T R, hence equal to K
    have hsq : (R * X * R) * (R * X * R) = K * K := by
      rw [hKT, ← h, ← hRS]
      simp only [mul_assoc]
    rw [← posDef_eq_of_sq_eq (posDef_sandwich hR hX) hK hsq, cancel]
  · intro hX
    have hP : X.PosDef := by
      rw [hX]
      exact posDef_sandwich hR.inv hK
    refine ⟨hP, ?_⟩
    rw [transformedOverlap_of_posDef S hP, hX, ← hRS]
    calc R⁻¹ * K * R⁻¹ * (R * R) * (R⁻¹ * K * R⁻¹)
        = R⁻¹ * K * (R⁻¹ * R) * (R * R⁻¹) * K * R⁻¹ := by simp only [mul_assoc]
      _ = R⁻¹ * (K * K) * R⁻¹ := by rw [hl, hr, mul_one, mul_one, mul_assoc R⁻¹ K K]
      _ = T := by rw [hKT, cancel]
```

Positivity of K matters here: with at least one orbital, replacing K by −K keeps K² = R T R but turns the formula into −X. For R, the calculation uses only that it is Hermitian and invertible.

Existence and uniqueness for given S and T follow by choosing R as a root of S and K as a root of R T R. The equivalence then says that R⁻¹ K R⁻¹ is a solution and that every other solution equals it, which is the content of `∃!`.

```lean
/-- For positive definite overlaps `S` and `T` there is exactly one positive definite
transformation that takes `S` to `T`. -/
theorem existsUnique_symmetric_transformation {S T : Matrix n n ℂ} (hS : S.PosDef)
    (hT : T.PosDef) : ∃! X : Matrix n n ℂ, X.PosDef ∧ transformedOverlap S X = T := by
  obtain ⟨R, hR, hRS⟩ := exists_posDef_sqrt hS
  obtain ⟨K, hK, hKT⟩ := exists_posDef_sqrt (posDef_sandwich hR hT)
  have key := symmetric_transformation_iff hR hK hRS hKT
  exact ⟨R⁻¹ * K * R⁻¹, (key _).2 rfl, fun Y hY => (key Y).1 hY⟩
```

## T = 1: the Löwdin factor

For an orthonormal target, R T R = R², so K = R and

X = R⁻¹ R R⁻¹ = R⁻¹,

usually written S^(−1/2). This time R itself must be positive definite, since otherwise R⁻¹ would not be. The Lean proof applies the general equivalence with `R` in both roles.

```lean
/-- Let `R` be positive definite with `R² = S`. A positive definite transformation makes the
basis orthonormal precisely when it is the Löwdin factor `R⁻¹`. -/
theorem loewdin_iff {S R : Matrix n n ℂ} (hR : R.PosDef) (hRS : R * R = S)
    (X : Matrix n n ℂ) : (X.PosDef ∧ transformedOverlap S X = 1) ↔ X = R⁻¹ := by
  have hl : R⁻¹ * R = 1 :=
    Matrix.nonsing_inv_mul R ((Matrix.isUnit_iff_isUnit_det R).1 hR.isUnit)
  have h := symmetric_transformation_iff (T := 1) hR hR hRS (by rw [mul_one]) X
  rwa [hl, one_mul] at h
```

The theorem characterises the Löwdin factor by its positivity. The property for which symmetric orthogonalisation is best known, that its orbitals lie closest to the original ones in the least-squares sense, is a different statement and is not proved here.

## Transformations without the positivity condition

If C may be any square matrix, the solutions of Cᴴ S C = T are the products V X, where X is the positive definite solution and V leaves S unchanged, Vᴴ S V = S. Given C, set V = C X⁻¹. Then

Vᴴ S V = X⁻¹ Cᴴ S C X⁻¹ = X⁻¹ T X⁻¹ = X⁻¹ X S X X⁻¹ = S.

In the other direction,

(V X)ᴴ S (V X) = X Vᴴ S V X = X S X = T.

The two `calc` blocks are these two lines. The theorem assumes that X is positive definite and takes S to T; of S itself it requires nothing.

```lean
/-- Let the positive definite `X` take the overlap `S` to `T`. The matrices `C` that take `S`
to `T` are exactly the products `V X` in which `V` leaves `S` unchanged. -/
theorem all_transformations_iff {S T X : Matrix n n ℂ} (hX : X.PosDef)
    (h : transformedOverlap S X = T) (C : Matrix n n ℂ) :
    transformedOverlap S C = T ↔ ∃ V, transformedOverlap S V = S ∧ C = V * X := by
  have hu : IsUnit X.det := (Matrix.isUnit_iff_isUnit_det X).1 hX.isUnit
  have hl : X⁻¹ * X = 1 := Matrix.nonsing_inv_mul X hu
  have hr : X * X⁻¹ = 1 := Matrix.mul_nonsing_inv X hu
  constructor
  · intro hC
    refine ⟨C * X⁻¹, ?_, by rw [mul_assoc, hl, mul_one]⟩
    -- undo X after C
    calc transformedOverlap S (C * X⁻¹) = X⁻¹ * transformedOverlap S C * X⁻¹ := by
          simp only [transformedOverlap, Matrix.conjTranspose_mul, hX.inv.isHermitian.eq,
            mul_assoc]
      _ = (X⁻¹ * X) * S * (X * X⁻¹) := by
          rw [hC, ← h, transformedOverlap_of_posDef S hX]
          simp only [mul_assoc]
      _ = S := by rw [hl, hr, one_mul, mul_one]
  · rintro ⟨V, hV, rfl⟩
    calc transformedOverlap S (V * X) = Xᴴ * transformedOverlap S V * X := by
          simp only [transformedOverlap, Matrix.conjTranspose_mul, mul_assoc]
      _ = T := by rw [hV, ← h, transformedOverlap]
```

For S = R² the matrices V are R⁻¹ U R with U unitary, so the remaining freedom is a rotation of the orthonormalised orbitals. One member of the family is R⁻¹ W, where W is the positive definite root of T: orthonormalise first, then impose T. It coincides with X only if R and W commute.

## One orbital, and two orbitals for which R and K do not commute

For a single orbital, S and T are positive numbers s and t. Then R = √s, K = √(s t), and

X = √(t/s),

which rescales the orbital to the prescribed squared norm. The general C is this number times a phase.

With two orbitals, R and K need not commute. The last theorem confirms that the hypotheses of the formula are met by R = diag(1, 2) and K = (1, 2; 2, 8), with S = diag(1, 4) and T = (5, 9; 9, 17). The formula then gives

X = (1, 1; 1, 2),

and multiplying out X S X returns T. The orbitals in this example are not normalised. After normalisation the old pair has overlap 0 and the new pair has overlap 9/√85 ≈ 0.976.

In the proof, R is positive definite as a diagonal matrix with positive entries. K is written as LᴴL with the invertible matrix L = (1, 2; 0, 2), and the two matrix products are compared entry by entry.

```lean
/-- The matrices `R = diag(1, 2)` and `K = (1, 2; 2, 8)` are positive definite, with
`R² = diag(1, 4)` and `K² = R T R` for `T = (5, 9; 9, 17)`. -/
theorem symmetric_transformation_witness :
    (!![1, 0; 0, 2] : Matrix (Fin 2) (Fin 2) ℂ).PosDef ∧
    (!![1, 2; 2, 8] : Matrix (Fin 2) (Fin 2) ℂ).PosDef ∧
    (!![1, 0; 0, 2] * !![1, 0; 0, 2] : Matrix (Fin 2) (Fin 2) ℂ) = !![1, 0; 0, 4] ∧
    (!![1, 2; 2, 8] * !![1, 2; 2, 8] : Matrix (Fin 2) (Fin 2) ℂ) =
      !![1, 0; 0, 2] * !![5, 9; 9, 17] * !![1, 0; 0, 2] := by
  refine ⟨?_, ?_, ?_, ?_⟩
  · have e : (!![1, 0; 0, 2] : Matrix (Fin 2) (Fin 2) ℂ) = Matrix.diagonal ![1, 2] := by
      ext i j
      fin_cases i <;> fin_cases j <;> simp
    rw [e]
    refine Matrix.PosDef.diagonal fun i => ?_
    fin_cases i <;> simp
  · -- Cholesky factorisation of K
    have e : (!![1, 2; 2, 8] : Matrix (Fin 2) (Fin 2) ℂ) =
        (!![1, 2; 0, 2] : Matrix (Fin 2) (Fin 2) ℂ)ᴴ * !![1, 2; 0, 2] := by
      have c : (starRingEnd ℂ) 2 = 2 := Complex.conj_eq_iff_im.2 (by simp)
      ext i j
      fin_cases i <;> fin_cases j <;>
        norm_num [Matrix.mul_apply, Fin.sum_univ_succ, Matrix.conjTranspose_apply, c]
    rw [e]
    refine Matrix.PosDef.conjTranspose_mul_self _ (Matrix.mulVec_injective_of_isUnit ?_)
    rw [Matrix.isUnit_iff_isUnit_det, Matrix.det_fin_two]
    norm_num
  · ext i j
    fin_cases i <;> fin_cases j <;> norm_num [Matrix.mul_apply, Fin.sum_univ_succ]
  · ext i j
    fin_cases i <;> fin_cases j <;> norm_num [Matrix.mul_apply, Fin.sum_univ_succ]

end PrescribedOverlap
```

```lean
#print axioms PrescribedOverlap.existsUnique_symmetric_transformation
#print axioms PrescribedOverlap.loewdin_iff
#print axioms PrescribedOverlap.all_transformations_iff
```

```
'PrescribedOverlap.existsUnique_symmetric_transformation' depends on axioms: [propext, Classical.choice, Quot.sound]
'PrescribedOverlap.loewdin_iff' depends on axioms: [propext, Classical.choice, Quot.sound]
'PrescribedOverlap.all_transformations_iff' depends on axioms: [propext, Classical.choice, Quot.sound]
```
